# For real symmetric A, m linear mixing steps solve every system A x = b if and only if the mixing parameters include the reciprocal of every eigenvalue

When the eigenvalues of an invertible real symmetric matrix A are known, the mixing parameters for A x = b can be fixed before the iteration starts, one reciprocal eigenvalue per step. The theorems below determine when such a list gives the solution after finitely many steps, whatever the right-hand side and the starting vector.

```lean
import Mathlib

open Matrix Finset

namespace ExactMixingSchedules

noncomputable section

variable {n : Type*} [Fintype n]

/-- Linear mixing for `A x = b`: step `k` adds `α k` times the current residual. -/
def mix (A : Matrix n n ℝ) (b : n → ℝ) (α : ℕ → ℝ) (x₀ : n → ℝ) : ℕ → n → ℝ
  | 0 => x₀
  | k + 1 => mix A b α x₀ k + α k • (b - A *ᵥ mix A b α x₀ k)

/-- The first `m` mixing parameters solve `A x = b` exactly, for every `b` and every start. -/
def IsExact (A : Matrix n n ℝ) (α : ℕ → ℝ) (m : ℕ) : Prop :=
  ∀ b x₀ : n → ℝ, A *ᵥ mix A b α x₀ m = b

/-- The number `μ` is an eigenvalue of `A`, with a nonzero real eigenvector. -/
def IsEigenvalue (A : Matrix n n ℝ) (μ : ℝ) : Prop :=
  ∃ v : n → ℝ, v ≠ 0 ∧ A *ᵥ v = μ • v

/-- One mixing step acts on the residual `r` as `r ↦ r - α A r`. -/
theorem residual_step (A : Matrix n n ℝ) (b : n → ℝ) (α : ℕ → ℝ) (x₀ : n → ℝ) (k : ℕ) :
    b - A *ᵥ mix A b α x₀ (k + 1) =
      (b - A *ᵥ mix A b α x₀ k) - α k • (A *ᵥ (b - A *ᵥ mix A b α x₀ k)) := by
  show b - A *ᵥ (mix A b α x₀ k + α k • (b - A *ᵥ mix A b α x₀ k)) = _
  rw [Matrix.mulVec_add, Matrix.mulVec_smul, sub_sub]

/-- If the initial residual is a sum of eigenvectors, then after `m` steps the component with
eigenvalue `μ` has been multiplied by the product of the factors `1 - α k * μ`. -/
theorem residual_modes {ι : Type*} [Fintype ι] (A : Matrix n n ℝ) (b : n → ℝ) (α : ℕ → ℝ)
    (x₀ : n → ℝ) (v : ι → n → ℝ) (μ c : ι → ℝ) (hv : ∀ i, A *ᵥ v i = μ i • v i)
    (h0 : b - A *ᵥ x₀ = ∑ i, c i • v i) (m : ℕ) :
    b - A *ᵥ mix A b α x₀ m = ∑ i, (c i * ∏ k ∈ range m, (1 - α k * μ i)) • v i := by
  induction m with
  | zero => simpa [mix] using h0
  | succ m ih =>
    have hsum : ∀ f : ι → n → ℝ, A *ᵥ (∑ i, f i) = ∑ i, A *ᵥ f i :=
      fun f => map_sum A.mulVecLin f univ
    rw [residual_step, ih, hsum, Finset.smul_sum, ← Finset.sum_sub_distrib]
    refine Finset.sum_congr rfl fun i _ => ?_
    rw [Matrix.mulVec_smul, hv, Finset.prod_range_succ]
    module

/-- For any real square matrix, symmetric or not, an exact schedule contains the reciprocal of
every real eigenvalue. -/
theorem IsExact.hits_eigenvalue {A : Matrix n n ℝ} {α : ℕ → ℝ} {m : ℕ}
    (h : IsExact A α m) {μ : ℝ} (hμ : IsEigenvalue A μ) : ∃ k < m, α k * μ = 1 := by
  obtain ⟨v, hv, hAv⟩ := hμ
  -- start from zero with the eigenvector as right-hand side
  have hr := residual_modes (ι := Unit) A v α 0 (fun _ => v) (fun _ => μ) (fun _ => 1)
    (fun _ => hAv) (by simp) m
  rw [h v 0, sub_self, Fintype.sum_unique, one_mul] at hr
  have hp := (smul_eq_zero.1 hr.symm).resolve_right hv
  obtain ⟨k, hk, hk0⟩ := Finset.prod_eq_zero_iff.1 hp
  exact ⟨k, Finset.mem_range.1 hk, by linarith⟩

variable [DecidableEq n]

/-- The numbers listed by the spectral theorem for a real symmetric matrix are eigenvalues. -/
theorem isEigenvalue_eigenvalues {A : Matrix n n ℝ} (hA : A.IsHermitian) (i : n) :
    IsEigenvalue A (hA.eigenvalues i) := by
  refine ⟨(hA.eigenvectorBasis i).ofLp, fun h => ?_, hA.mulVec_eigenvectorBasis i⟩
  exact hA.eigenvectorBasis.orthonormal.ne_zero i (WithLp.ofLp_injective 2 h)

/-- **Exact mixing schedules.** For a real symmetric matrix, `m` mixing steps solve `A x = b` for
every `b` and every start if and only if each eigenvalue is the reciprocal of one of the `m`
mixing parameters. -/
theorem isExact_iff {A : Matrix n n ℝ} (hA : A.IsHermitian) (α : ℕ → ℝ) (m : ℕ) :
    IsExact A α m ↔ ∀ μ, IsEigenvalue A μ → ∃ k < m, α k * μ = 1 := by
  refine ⟨fun h μ hμ => h.hits_eigenvalue hμ, fun h b x₀ => ?_⟩
  -- expand the initial residual in the orthonormal eigenbasis
  have h0 : b - A *ᵥ x₀ = ∑ i, (hA.eigenvectorBasis.repr (WithLp.toLp 2 (b - A *ᵥ x₀))) i •
      (hA.eigenvectorBasis i).ofLp := by
    have e := congrArg (WithLp.linearEquiv 2 ℝ (n → ℝ))
      (hA.eigenvectorBasis.sum_repr (WithLp.toLp 2 (b - A *ᵥ x₀)))
    rw [map_sum] at e
    exact e.symm
  have hr := residual_modes A b α x₀ (fun i => (hA.eigenvectorBasis i).ofLp) hA.eigenvalues
    (fun i => (hA.eigenvectorBasis.repr (WithLp.toLp 2 (b - A *ᵥ x₀))) i)
    (fun i => hA.mulVec_eigenvectorBasis i) h0 m
  -- every component is annihilated by one of the steps
  rw [Finset.sum_eq_zero] at hr
  · exact (sub_eq_zero.1 hr).symm
  · intro i _
    obtain ⟨k, hk, hk1⟩ := h _ (isEigenvalue_eigenvalues hA i)
    have hp : ∏ k ∈ range m, (1 - α k * hA.eigenvalues i) = 0 :=
      Finset.prod_eq_zero (Finset.mem_range.2 hk) (by linarith)
    rw [hp, mul_zero, zero_smul]

/-- For an invertible real symmetric matrix, an exact schedule of `m` steps exists if and only if
the matrix has at most `m` distinct eigenvalues. -/
theorem exists_isExact_iff_card_le {A : Matrix n n ℝ} (hA : A.IsHermitian) (hinv : IsUnit A)
    (m : ℕ) : (∃ α, IsExact A α m) ↔ (univ.image hA.eigenvalues).card ≤ m := by
  constructor
  · rintro ⟨α, h⟩
    -- the eigenvalues are among the reciprocals of the parameters
    have hsub : univ.image hA.eigenvalues ⊆ (range m).image (fun k => (α k)⁻¹) := by
      intro μ hμ
      obtain ⟨i, _, rfl⟩ := Finset.mem_image.1 hμ
      obtain ⟨k, hk, hk1⟩ := h.hits_eigenvalue (isEigenvalue_eigenvalues hA i)
      exact Finset.mem_image.2 ⟨k, Finset.mem_range.2 hk, inv_eq_of_mul_eq_one_right hk1⟩
    calc (univ.image hA.eigenvalues).card
        ≤ ((range m).image (fun k => (α k)⁻¹)).card := Finset.card_le_card hsub
      _ ≤ (range m).card := Finset.card_image_le
      _ = m := Finset.card_range m
  · intro hcard
    -- run through the distinct eigenvalues one after the other
    refine ⟨fun k => ((univ.image hA.eigenvalues).toList.getD k 0)⁻¹, ?_⟩
    have hne : ∀ μ, IsEigenvalue A μ → μ ≠ 0 := by
      rintro μ ⟨v, hv, hAv⟩ rfl
      obtain ⟨B, hB⟩ := hinv.exists_left_inv
      apply hv
      rw [← Matrix.one_mulVec v, ← hB, ← Matrix.mulVec_mulVec, hAv, zero_smul,
        Matrix.mulVec_zero]
    -- it is enough to hit every eigenvalue, and each eigenvalue is in the list
    rw [isExact_iff hA]
    intro μ hμ
    have hmem : μ ∈ univ.image hA.eigenvalues := by
      obtain ⟨v, hv, hAv⟩ := hμ
      by_contra hnot
      apply hv
      have hz : ∀ i, (hA.eigenvectorBasis i).ofLp ⬝ᵥ v = 0 := by
        intro i
        have hs : Aᵀ = A := by
          rw [← Matrix.conjTranspose_eq_transpose_of_trivial]; exact hA
        have e : (hA.eigenvectorBasis i).ofLp ⬝ᵥ (A *ᵥ v) =
            (A *ᵥ (hA.eigenvectorBasis i).ofLp) ⬝ᵥ v := by
          rw [Matrix.dotProduct_mulVec, ← Matrix.mulVec_transpose, hs]
        rw [hAv, hA.mulVec_eigenvectorBasis i, dotProduct_smul, smul_dotProduct,
          smul_eq_mul, smul_eq_mul] at e
        have hd : μ - hA.eigenvalues i ≠ 0 := fun h0 =>
          hnot (Finset.mem_image.2 ⟨i, Finset.mem_univ i, by linarith⟩)
        exact (mul_eq_zero.1 (by linear_combination e :
          (μ - hA.eigenvalues i) * ((hA.eigenvectorBasis i).ofLp ⬝ᵥ v) = 0)).resolve_left hd
      have e := congrArg (WithLp.linearEquiv 2 ℝ (n → ℝ))
        (hA.eigenvectorBasis.sum_repr (WithLp.toLp 2 v))
      rw [Finset.sum_eq_zero, map_zero] at e
      · exact e.symm
      · intro i _
        rw [hA.eigenvectorBasis.repr_apply_apply, EuclideanSpace.inner_eq_star_dotProduct]
        have hi := hz i
        rw [dotProduct_comm] at hi
        simp [hi]
    obtain ⟨k, hk, hkμ⟩ := List.mem_iff_getElem.1 (Finset.mem_toList.2 hmem)
    refine ⟨k, lt_of_lt_of_le (by simpa using hk) hcard, ?_⟩
    show ((univ.image hA.eigenvalues).toList.getD k 0)⁻¹ * μ = 1
    rw [List.getD_eq_getElem _ _ hk, hkμ]
    exact inv_mul_cancel₀ (hne μ hμ)

/-- The shear matrix with rows `(1, 1)` and `(0, 1)` has no real eigenvalue other than `1`, yet
one mixing step with parameter `1` is not exact for it. -/
theorem shear_not_exact :
    (∀ μ, IsEigenvalue (!![1, 1; 0, 1] : Matrix (Fin 2) (Fin 2) ℝ) μ → μ = 1) ∧
      ¬ IsExact (!![1, 1; 0, 1] : Matrix (Fin 2) (Fin 2) ℝ) (fun _ => 1) 1 := by
  constructor
  · rintro μ ⟨v, hv, h⟩
    by_contra hμ
    have h0 : v 0 + v 1 = μ * v 0 := by
      have := congrFun h 0
      simpa [Matrix.mulVec, dotProduct, Fin.sum_univ_two] using this
    have h1 : v 1 = μ * v 1 := by
      have := congrFun h 1
      simpa [Matrix.mulVec, dotProduct, Fin.sum_univ_two] using this
    have hd : μ - 1 ≠ 0 := sub_ne_zero.2 hμ
    have v1 : v 1 = 0 :=
      (mul_eq_zero.1 (by linarith : (μ - 1) * v 1 = 0)).resolve_left hd
    have v0 : v 0 = 0 :=
      (mul_eq_zero.1 (by linarith : (μ - 1) * v 0 = 0)).resolve_left hd
    apply hv
    ext i
    fin_cases i
    · exact v0
    · exact v1
  · intro h
    have h1 : (!![1, 1; 0, 1] : Matrix (Fin 2) (Fin 2) ℝ) *ᵥ
        (0 + (1 : ℝ) • (![0, 1] - !![1, 1; 0, 1] *ᵥ 0)) = ![0, 1] := h ![0, 1] 0
    rw [Matrix.mulVec_zero, sub_zero, one_smul, zero_add] at h1
    have h2 := congrFun h1 0
    simp [Matrix.mulVec, dotProduct, Fin.sum_univ_two] at h2

end

end ExactMixingSchedules
```

```lean
#print axioms ExactMixingSchedules.isExact_iff
#print axioms ExactMixingSchedules.exists_isExact_iff_card_le
#print axioms ExactMixingSchedules.shear_not_exact
```

```
'ExactMixingSchedules.isExact_iff' depends on axioms: [propext, Classical.choice, Quot.sound]
'ExactMixingSchedules.exists_isExact_iff_card_le' depends on axioms: [propext, Classical.choice, Quot.sound]
'ExactMixingSchedules.shear_not_exact' depends on axioms: [propext, Classical.choice, Quot.sound]
```

## A schedule fixed before b and the start are known

The iteration, `mix` in the code, starts from x₀ and adds a multiple of the current residual at each step:

x_{k+1} = x_k + α_k (b − A x_k), k = 0, 1, 2, …

The vectors are real and indexed by a finite type `n`. The parameters form an infinite sequence `α : ℕ → ℝ`, of which m steps use only α₀, …, α_{m−1}. `IsExact A α m` says that A x_m = b for all b and x₀ with this one sequence. `IsEigenvalue A μ` asks for a nonzero real v with A v = μ v, and `A.IsHermitian` means, for real entries, that A is symmetric.

The main theorem, `isExact_iff`, says that the schedule is exact if and only if every eigenvalue μ satisfies α_k μ = 1 for some k < m. Invertibility is not assumed: if 0 is an eigenvalue, no parameter can satisfy the condition, and no schedule is exact.

The product form matters. Lean sets 0⁻¹ = 0, so the condition α_k = μ⁻¹ would accept α₀ = 0 for the zero matrix, although that step solves nothing unless b = 0.

In electronic structure, simple mixing of a density takes this form once the self-consistency map is linearised as x ↦ J x + b, with A = I − J. The main theorem then applies if A is symmetric and stays fixed, and if arithmetic is exact; it says nothing about nonlinear iterations or rounding errors. Symmetry is a real restriction here. In density-functional theory J is the product of the independent-particle density response and the Hartree-exchange-correlation kernel, and a product of two symmetric matrices is symmetric only if they commute, so A is usually not symmetric. For such A, of the two directions of the main theorem, only the necessary condition `IsExact.hits_eigenvalue` is proved here.

## Each step multiplies an eigenmode by 1 − α_k μ

Write r_k = b − A x_k for the residual. Inserting the update gives

r_{k+1} = b − A x_k − α_k A r_k = r_k − α_k A r_k.

This is `residual_step`. Suppose r₀ = Σ_i c_i v_i with A v_i = μ_i v_i. Each step multiplies the i-th term by 1 − α_k μ_i, so by induction

r_m = Σ_i c_i [∏_{k<m} (1 − α_k μ_i)] v_i.

This is `residual_modes`. Its induction step moves A through the sum and uses the eigenvalue equation; `module` collects the coefficients.

**An exact schedule must hit every eigenvalue.** Let A v = μ v with v ≠ 0, and choose x₀ = 0 and b = v. Then r₀ = v, and exactness gives

0 = r_m = [∏_{k<m} (1 − α_k μ)] v.

Since v ≠ 0, the product vanishes, so some factor does, and α_k μ = 1. `IsExact.hits_eigenvalue` proves this for any real square matrix, using a sum with a single term.

**For symmetric A, hitting them all is enough.** The spectral theorem supplies an orthonormal eigenbasis, in which any r₀ can be expanded. Each product then contains a zero factor, so r_m = 0. In Lean, `h0` is the expansion and `Finset.sum_eq_zero` removes the terms.

Symmetry is used in this second direction. The shear matrix with rows (1, 1) and (0, 1) has 1 as its only eigenvalue, but one step with α₀ = 1 from x₀ = 0 with b = (0, 1) gives x₁ = (0, 1) and A x₁ = (1, 1) ≠ b. This is the counterexample in `shear_not_exact`.

## For invertible symmetric A, the least number of steps is the number of distinct eigenvalues

For invertible symmetric A, `exists_isExact_iff_card_le` says that an exact schedule of m steps exists if and only if A has at most m distinct eigenvalues. The parameters may depend on A, but not on b or x₀.

An exact schedule has at most m different reciprocals, and every eigenvalue is among them. Conversely, the proof assigns one step to each distinct eigenvalue and sets any remaining parameters to zero. It also checks that the spectral theorem's list is complete. If A v = μ v and A u_i = λ_i u_i for the basis vectors u_i, symmetry gives

(μ − λ_i) (u_i · v) = 0.

If μ differed from every λ_i, v would be orthogonal to the whole basis and hence zero.

With a single step and at least one dimension, exactness for symmetric A requires α₀ ≠ 0 and A = (1/α₀) I: one step suffices only for a nonzero multiple of the identity.
